# When discarding the start of an exponentially relaxing run lowers the mean-square error

A molecular dynamics run usually starts from a configuration that is not typical of equilibrium, so an observable such as the potential energy first drifts towards its equilibrium mean. Discarding the first part of the run removes much of the drift, but it also leaves fewer data and hence a larger statistical error. When the data are expensive, as in first-principles dynamics, is it worth discarding anything at all?

Suppose that the expected offset from equilibrium at time \(s\) is \(a e^{-s/\tau}\), with initial offset \(a\) and relaxation time \(\tau>0\), and that averaging over a window of length \(L\) leaves a statistical variance \(c/L\) with \(c\ge 0\). For a run of length \(T>0\), set \(q=\tau(1-e^{-T/\tau})\). Then discarding some initial part helps exactly when \(cT<2a^2q(T-q)\).

## The bias and the error

```lean
import Mathlib

open Filter Topology Set

namespace EquilibrationDiscard

noncomputable section
```

These lines load Mathlib and open its notation for limits and intervals.

```lean
/-- Time average over the window from `t` to `T` of the relaxing signal `a exp(-s/τ)`,
for `τ ≠ 0` and `t ≠ T`. -/
def residualBias (a τ T t : ℝ) : ℝ :=
  (∫ s in t..T, a * Real.exp (-s / τ)) / (T - t)
```

`residualBias a τ T t` is the time average of the offset over the part that is kept:
\[
b(t)=\frac{1}{T-t}\int_t^T a e^{-s/\tau}\,ds .
\]
The arguments are real numbers, with no units attached. Conditions such as \(\tau>0\) appear as hypotheses of the theorems.

```lean
/-- The time `q = τ (1 - exp(-T/τ))`, for `τ ≠ 0`. -/
def decayArea (τ T : ℝ) : ℝ := τ * (1 - Real.exp (-T / τ))
```

`decayArea τ T` is \(q\), the area under the unit decay \(e^{-s/\tau}\) from \(0\) to \(T\).

```lean
/-- Mean-square error after discarding the time `t` of a run of length `T`: squared bias plus
the statistical variance `c/(T - t)`, for `τ ≠ 0` and `t ≠ T`. -/
def meanSquareError (a τ c T t : ℝ) : ℝ :=
  residualBias a τ T t ^ 2 + c / (T - t)
```

The mean-square error is \(M(t)=b(t)^2+c/(T-t)\). The variance law is postulated here, not derived from a noise process. For stationary noise it is a good approximation when the window is much longer than the correlation time, and \(c\) is then about twice the equilibrium variance times the integrated correlation time. The law is kept for all \(t<T\), including very short windows, where it is physically doubtful.

## The slope at zero discarded time

```lean
/-- The exponential decay `exp(-s/τ)` has time derivative `-exp(-s/τ)/τ`. -/
theorem hasDerivAt_decay (τ s : ℝ) :
    HasDerivAt (fun s : ℝ => Real.exp (-s / τ)) (-Real.exp (-s / τ) / τ) s := by
  have h : HasDerivAt (fun s : ℝ => -s / τ) (-1 / τ) s :=
    (hasDerivAt_id' s).fun_neg.div_const τ
  exact h.exp.congr_deriv (by ring)
```

`HasDerivAt f f' x` says that \(f\) has derivative \(f'\) at \(x\). Here the chain rule gives \(\frac{d}{ds}e^{-s/\tau}=-e^{-s/\tau}/\tau\).

```lean
/-- Closed form of the bias left after discarding the time `t`, for `τ ≠ 0`. -/
theorem residualBias_eq {τ : ℝ} (hτ : τ ≠ 0) (a T t : ℝ) :
    residualBias a τ T t =
      a * τ * (Real.exp (-t / τ) - Real.exp (-T / τ)) / (T - t) := by
  have h : ∀ s ∈ uIcc t T, HasDerivAt (fun s : ℝ => -(a * τ) * Real.exp (-s / τ))
      (a * Real.exp (-s / τ)) s := by
    intro s _
    refine ((hasDerivAt_decay τ s).const_mul (-(a * τ))).congr_deriv ?_
    generalize Real.exp (-s / τ) = E
    field_simp
  unfold residualBias
  rw [intervalIntegral.integral_eq_sub_of_hasDerivAt h
    (Continuous.intervalIntegrable (by fun_prop) _ _)]
  ring
```

Since \(-a\tau e^{-s/\tau}\) is an antiderivative of \(a e^{-s/\tau}\),
\[
b(t)=\frac{a\tau\,(e^{-t/\tau}-e^{-T/\tau})}{T-t}.
\]
The proof checks the antiderivative (`h`) and then applies the fundamental theorem of calculus.

```lean
/-- Initial slope of the mean-square error as a function of the discarded time, for positive
`τ` and `T`. -/
theorem hasDerivAt_meanSquareError {τ T : ℝ} (hτ : 0 < τ) (hT : 0 < T) (a c : ℝ) :
    HasDerivAt (meanSquareError a τ c T)
      ((c * T - 2 * a ^ 2 * decayArea τ T * (T - decayArea τ T)) / T ^ 3) 0 := by
  have e : meanSquareError a τ c T = fun t =>
      (a * τ * (Real.exp (-t / τ) - Real.exp (-T / τ)) / (T - t)) *
      (a * τ * (Real.exp (-t / τ) - Real.exp (-T / τ)) / (T - t)) + c / (T - t) := by
    funext t
    rw [meanSquareError, residualBias_eq hτ.ne', sq]
  have hN := ((hasDerivAt_decay τ 0).sub_const (Real.exp (-T / τ))).const_mul (a * τ)
  have hD : HasDerivAt (fun t : ℝ => T - t) (-1) 0 := (hasDerivAt_id' (0 : ℝ)).const_sub T
  have h0 : T - 0 ≠ 0 := by rw [sub_zero]; exact hT.ne'
  have hB := hN.fun_div hD h0
  rw [e]
  refine ((hB.fun_mul hB).fun_add ((hasDerivAt_const (0 : ℝ) c).fun_div hD h0)).congr_deriv ?_
  simp only [neg_zero, zero_div, Real.exp_zero, sub_zero, decayArea]
  generalize Real.exp (-T / τ) = E
  field_simp
  ring
```

At \(t=0\) the closed form gives \(b(0)=aq/T\), and the quotient rule gives
\[
b'(0)=\frac{-aT+aq}{T^2}=-\frac{a(T-q)}{T^2}.
\]
The variance term has slope \(c/T^2\), so
\[
M'(0)=2b(0)b'(0)+\frac{c}{T^2}=\frac{cT-2a^2q(T-q)}{T^3}.
\]
In the proof, `hN` and `hD` differentiate the numerator and denominator of \(b\), `hB` is the quotient rule, and the square is differentiated as a product.

```lean
/-- If `c T < 2 a² q (T - q)`, with `τ` and `T` positive, then discarding some time `t` strictly
between `0` and `T` gives a strictly smaller error than keeping the whole run. -/
theorem exists_better_discard {a τ c T : ℝ} (hτ : 0 < τ) (hT : 0 < T)
    (h : c * T < 2 * a ^ 2 * decayArea τ T * (T - decayArea τ T)) :
    ∃ t ∈ Ioo 0 T, meanSquareError a τ c T t < meanSquareError a τ c T 0 := by
  have hneg : (c * T - 2 * a ^ 2 * decayArea τ T * (T - decayArea τ T)) / T ^ 3 < 0 :=
    div_neg_of_neg_of_pos (by linarith) (by positivity)
  -- a negative slope makes the difference quotient negative just to the right of zero
  have hs := (hasDerivAt_iff_tendsto_slope.mp
    (hasDerivAt_meanSquareError hτ hT a c)).eventually_lt_const hneg
  have hr := hs.filter_mono
    (nhdsWithin_mono (0 : ℝ) (fun x (hx : x ∈ Ioi (0 : ℝ)) => (mem_Ioi.mp hx).ne'))
  have hI : ∀ᶠ t in 𝓝[>] (0 : ℝ), t ∈ Ioo 0 T := Ioo_mem_nhdsGT hT
  obtain ⟨t, h1, ht⟩ := (hr.and hI).exists
  rw [slope_def_field, sub_zero, div_lt_iff₀ ht.1, zero_mul] at h1
  exact ⟨t, ht, by linarith⟩
```

`Ioo 0 T` is the open interval \((0,T)\). If \(cT<2a^2q(T-q)\), then \(M'(0)<0\). The difference quotient \((M(t)-M(0))/t\) is therefore negative for all small enough \(t>0\), and any such \(t<T\) has \(M(t)<M(0)\). The proof restricts the limit to the right of zero, picks a point and multiplies by \(t\). It shows that a better \(t\) exists, but gives neither the best \(t\) nor the size of the gain.

## Why a nonnegative slope settles the matter

A slope at one point cannot by itself exclude a lower error further along. The converse needs a bound that holds for every \(t<T\).

```lean
/-- For positive `τ` and `T` and `t < T`, the bias of a signal of unit amplitude lies on or above
its tangent line at zero discarded time. -/
theorem tangent_le_residualBias {τ T t : ℝ} (hτ : 0 < τ) (hT : 0 < T) (ht : t < T) :
    decayArea τ T / T - t * (T - decayArea τ T) / T ^ 2 ≤ residualBias 1 τ T t := by
  have hu : T - t ≠ 0 := (sub_pos.mpr ht).ne'
  -- the window is rescaled to `0 ≤ v ≤ 1`; `G` integrates the pointwise tangent inequality
  let G : ℝ → ℝ := fun v =>
    Real.exp (-(T * v) / τ) * (τ * t / T ^ 2 + τ / T - t / T + t / T * v)
      - τ / (T - t) * Real.exp (-(t + (T - t) * v) / τ)
  have hG : ∀ v, HasDerivAt G (Real.exp (-(t + (T - t) * v) / τ)
      - Real.exp (-(T * v) / τ) * (1 - t * (1 - v) / τ)) v := by
    intro v
    have h1 : HasDerivAt (fun v : ℝ => -(T * v) / τ) (-T / τ) v :=
      (((hasDerivAt_id' v).const_mul T).fun_neg.div_const τ).congr_deriv (by ring)
    have h2 : HasDerivAt (fun v : ℝ => -(t + (T - t) * v) / τ) (-(T - t) / τ) v :=
      ((((hasDerivAt_id' v).const_mul (T - t)).const_add t).fun_neg.div_const τ).congr_deriv
        (by ring)
    have h3 := ((hasDerivAt_id' v).const_mul (t / T)).const_add (τ * t / T ^ 2 + τ / T - t / T)
    refine ((h1.exp.fun_mul h3).fun_sub (h2.exp.const_mul (τ / (T - t)))).congr_deriv ?_
    generalize Real.exp (-(T * v) / τ) = A
    generalize Real.exp (-(t + (T - t) * v) / τ) = B
    field_simp
    ring
  have hmono : Monotone G := by
    refine monotone_of_deriv_nonneg (fun v => (hG v).differentiableAt) (fun v => ?_)
    rw [(hG v).deriv]
    have hsplit : Real.exp (-(t + (T - t) * v) / τ)
        = Real.exp (-(T * v) / τ) * Real.exp (-(t * (1 - v) / τ)) := by
      rw [← Real.exp_add]
      congr 1
      ring
    have hexp := Real.add_one_le_exp (-(t * (1 - v) / τ))
    rw [hsplit, ← mul_sub]
    exact mul_nonneg (Real.exp_pos _).le (by linarith)
  have h01 : G 0 ≤ G 1 := hmono zero_le_one
  simp only [G, mul_zero, mul_one, neg_zero, zero_div, Real.exp_zero, add_zero, one_mul,
    add_sub_cancel] at h01
  rw [residualBias_eq hτ.ne', decayArea]
  generalize Real.exp (-T / τ) = E at *
  generalize Real.exp (-t / τ) = F at *
  have e1 : τ * (1 - E) / T - t * (T - τ * (1 - E)) / T ^ 2
      = (τ * t / T ^ 2 + τ / T - t / T) - E * (τ * t / T ^ 2 + τ / T - t / T + t / T) := by
    field_simp
    ring
  have e2 : 1 * τ * (F - E) / (T - t) = τ / (T - t) * F - τ / (T - t) * E := by ring
  rw [e1, e2]
  linarith
```

Let \(B(t)\) be the bias for \(a=1\). Substituting \(s=t+(T-t)v=Tv+t(1-v)\) maps the window to \(0\le v\le1\). Because \(e^x\ge1+x\),
\[
B(t)=\int_0^1 e^{-Tv/\tau}e^{-t(1-v)/\tau}\,dv
\ge\int_0^1 e^{-Tv/\tau}\left(1-\frac{t(1-v)}{\tau}\right)dv .
\]
The two integrals needed are
\[
\int_0^1 e^{-Tv/\tau}dv=\frac qT,\qquad
\frac1\tau\int_0^1(1-v)e^{-Tv/\tau}dv=\frac{T-q}{T^2},
\]
so \(B(t)\ge q/T-t(T-q)/T^2\), which is the tangent at \(t=0\).

Lean avoids the integrals by writing down an antiderivative `G` of the difference of the two integrands. The exponential inequality makes its derivative nonnegative, so `G` is monotone, and \(G(0)\le G(1)\) is the desired bound.

```lean
/-- For positive `τ` and `T`, `c ≥ 0` and `t < T`, the mean-square error lies on or above its
tangent line at zero discarded time. -/
theorem tangent_le_meanSquareError {τ c T t : ℝ} (a : ℝ) (hτ : 0 < τ) (hT : 0 < T)
    (hc : 0 ≤ c) (ht : t < T) :
    meanSquareError a τ c T 0
      + (c * T - 2 * a ^ 2 * decayArea τ T * (T - decayArea τ T)) / T ^ 3 * t
      ≤ meanSquareError a τ c T t := by
  have hu : 0 < T - t := sub_pos.mpr ht
  have hu' : T - t ≠ 0 := hu.ne'
  have h1 : residualBias a τ T t = a * residualBias 1 τ T t := by
    rw [residualBias_eq hτ.ne', residualBias_eq hτ.ne']
    ring
  have h0 : residualBias a τ T 0 = a * (decayArea τ T / T) := by
    rw [residualBias_eq hτ.ne', decayArea, neg_zero, zero_div, Real.exp_zero, sub_zero]
    ring
  have hq : 0 ≤ decayArea τ T / T := by
    have : Real.exp (-T / τ) ≤ 1 :=
      Real.exp_le_one_iff.mpr (div_nonpos_of_nonpos_of_nonneg (by linarith) hτ.le)
    exact div_nonneg (mul_nonneg hτ.le (by linarith)) hT.le
  -- squared bias and variance each lie above their tangents
  have hsq : (decayArea τ T / T) ^ 2
      - 2 * (decayArea τ T / T) * (t * (T - decayArea τ T) / T ^ 2)
      ≤ residualBias 1 τ T t ^ 2 := by
    have hb := mul_le_mul_of_nonneg_left (tangent_le_residualBias hτ hT ht) hq
    have hs := sq_nonneg (residualBias 1 τ T t - decayArea τ T / T)
    linarith
  have hv : c / T + c * t / T ^ 2 ≤ c / (T - t) := by
    have e : c / (T - t) - (c / T + c * t / T ^ 2) = c * t ^ 2 / (T ^ 2 * (T - t)) := by
      field_simp
      ring
    have : 0 ≤ c * t ^ 2 / (T ^ 2 * (T - t)) :=
      div_nonneg (by positivity) (mul_pos (by positivity) hu).le
    linarith
  have hsum := add_le_add (mul_le_mul_of_nonneg_left hsq (sq_nonneg a)) hv
  rw [meanSquareError, meanSquareError, h0, h1, sub_zero, mul_pow a (residualBias 1 τ T t)]
  refine le_trans (le_of_eq ?_) hsum
  field_simp
  ring
```

Write \(B_0=q/T\ge0\). From \((B(t)-B_0)^2\ge0\) and the previous bound,
\[
B(t)^2\ge B_0^2+2B_0\,(B(t)-B_0)\ge B_0^2-2B_0\,\frac{t(T-q)}{T^2}.
\]
For the variance,
\[
\frac{c}{T-t}-\frac cT-\frac{ct}{T^2}=\frac{ct^2}{T^2(T-t)}\ge0 .
\]
These are `hsq` and `hv`. Multiplying the first by \(a^2\) and adding the second gives \(M(t)\ge M(0)+M'(0)\,t\).

```lean
/-- For positive `τ` and `T` and `c ≥ 0`, discarding some initial part of the run strictly lowers
the mean-square error if and only if `c T < 2 a² q (T - q)`. -/
theorem discard_helps_iff {a τ c T : ℝ} (hτ : 0 < τ) (hT : 0 < T) (hc : 0 ≤ c) :
    (∃ t ∈ Ioo 0 T, meanSquareError a τ c T t < meanSquareError a τ c T 0) ↔
      c * T < 2 * a ^ 2 * decayArea τ T * (T - decayArea τ T) := by
  refine ⟨?_, exists_better_discard hτ hT⟩
  rintro ⟨t, ht, hlt⟩
  by_contra hn
  have hslope : 0 ≤ (c * T - 2 * a ^ 2 * decayArea τ T * (T - decayArea τ T)) / T ^ 3 :=
    div_nonneg (by linarith [not_lt.mp hn]) (by positivity)
  have h := tangent_le_meanSquareError a hτ hT hc ht.2
  linarith [mul_nonneg hslope ht.1.le]
```

This is the full criterion. One direction is `exists_better_discard`. For the other, suppose that some \(t\) in \((0,T)\) is better although the inequality fails. Then \(M'(0)\ge0\), and the tangent bound gives \(M(t)\ge M(0)\), a contradiction.

## Noise-dominated runs and long runs

```lean
/-- If `c ≥ 2 a² τ`, with `τ` and `T` positive, no discarded time `t` between `0` and `T` gives a
strictly smaller error than keeping the whole run. -/
theorem discard_never_helps {a τ c T : ℝ} (hτ : 0 < τ) (hT : 0 < T)
    (hc : 2 * a ^ 2 * τ ≤ c) :
    ¬ ∃ t ∈ Ioo 0 T, meanSquareError a τ c T t < meanSquareError a τ c T 0 := by
  have hc0 : 0 ≤ c := le_trans (by positivity) hc
  rw [discard_helps_iff hτ hT hc0, not_lt]
  have hq : decayArea τ T ≤ τ := by
    have := mul_pos hτ (Real.exp_pos (-T / τ))
    rw [decayArea]
    linarith
  have hqT : decayArea τ T * (T - decayArea τ T) ≤ τ * T := by
    linarith [mul_le_mul_of_nonneg_right hq hT.le, mul_self_nonneg (decayArea τ T)]
  have h1 := mul_le_mul_of_nonneg_left hqT (by positivity : 0 ≤ 2 * a ^ 2)
  have h2 := mul_le_mul_of_nonneg_right hc hT.le
  linarith
```

Since \(q\le\tau\) and \(q^2\ge0\), we have \(q(T-q)\le qT\le\tau T\). If \(c\ge2a^2\tau\), then \(2a^2q(T-q)\le2a^2\tau T\le cT\), and the criterion fails for every run length. In this model, with a single exponential and the variance law \(c/L\) at every window length, sufficiently strong noise makes it best to keep the whole run. For runs that are not much longer than the correlation time of the noise, that law is unreliable and the conclusion may fail.

```lean
/-- If `c < 2 a² τ` and `τ > 0`, then for every sufficiently long run some discarded time gives a
strictly smaller error than keeping the whole run. -/
theorem discard_helps_long_runs {a τ c : ℝ} (hτ : 0 < τ) (hc : c < 2 * a ^ 2 * τ) :
    ∀ᶠ T in atTop, ∃ t ∈ Ioo 0 T,
      meanSquareError a τ c T t < meanSquareError a τ c T 0 := by
  have hE : Tendsto (fun T : ℝ => Real.exp (-T / τ)) atTop (𝓝 0) :=
    Real.tendsto_exp_atBot.comp (tendsto_neg_atTop_atBot.atBot_div_const hτ)
  -- for long runs `q` tends to `τ` and `q/T` to zero
  have hq : Tendsto (fun T : ℝ => decayArea τ T) atTop (𝓝 τ) := by
    have h := (hE.const_sub 1).const_mul τ
    rw [sub_zero, mul_one] at h
    exact h
  have hr : Tendsto (fun T : ℝ => 2 * a ^ 2 * (decayArea τ T * (1 - decayArea τ T / T)))
      atTop (𝓝 (2 * a ^ 2 * (τ * (1 - 0)))) :=
    (hq.mul ((hq.div_atTop tendsto_id).const_sub 1)).const_mul _
  have hlim : c < 2 * a ^ 2 * (τ * (1 - 0)) := by linarith
  filter_upwards [hr.eventually_const_lt hlim, eventually_gt_atTop 0] with T h hT
  apply exists_better_discard hτ hT
  have e : 2 * a ^ 2 * decayArea τ T * (T - decayArea τ T)
      = 2 * a ^ 2 * (decayArea τ T * (1 - decayArea τ T / T)) * T := by
    field_simp
  rw [e]
  exact mul_lt_mul_of_pos_right h hT

end

end EquilibrationDiscard
```

`∀ᶠ T in atTop` means "for all sufficiently large \(T\)". Divided by \(T\), the criterion reads \(c<2a^2q(1-q/T)\). As \(T\to\infty\), \(q\to\tau\) and \(q/T\to0\), so the right-hand side tends to \(2a^2\tau\). If \(c<2a^2\tau\), the inequality therefore holds from some run length onwards; the theorem does not say from which. The limits are `hq` and `hr`, and `exists_better_discard` then supplies the better \(t\).

```lean
#print axioms EquilibrationDiscard.tangent_le_meanSquareError
#print axioms EquilibrationDiscard.discard_never_helps
#print axioms EquilibrationDiscard.discard_helps_long_runs
```

```
'EquilibrationDiscard.tangent_le_meanSquareError' depends on axioms: [propext, Classical.choice, Quot.sound]
'EquilibrationDiscard.discard_never_helps' depends on axioms: [propext, Classical.choice, Quot.sound]
'EquilibrationDiscard.discard_helps_long_runs' depends on axioms: [propext, Classical.choice, Quot.sound]
```
